# On a ring with one orbital per cell, Wannier functions differ by one phase per k-point

A single band of a periodic chain can be described by one Wannier function and its copies in the other cells, and the question is how much freedom there is in choosing that function. To count the choices, we take a ring of $N$ cells with one orbital in each, all $N$ orbitals being orthonormal, and we call an amplitude a Wannier function when its $N$ cyclic translates are orthonormal. No Hamiltonian enters this definition, and nothing is required about localisation.

An amplitude is then a function $f(x)$ with complex values, where the cell index $x$ is an integer modulo $N$. Its unnormalised discrete Fourier transform is

$$\hat f(k)=\sum_x e^{-2\pi i kx/N} f(x),$$

with $k$ also an integer modulo $N$. The label $k$ stands for the wave vector $2\pi k/(Na)$, where $a$ is the lattice spacing. The claim has two parts:

- The translates of $f$ are orthonormal if and only if $|\hat f(k)|=1$ at every $k$.
- If $w$ is one Wannier function, every Wannier function $g$ has $\hat g(k)=u(k)\hat w(k)$ for exactly one family of phases $u(k)$, and every family of phases gives a Wannier function.

With the unitary convention, which puts $1/\sqrt N$ in front of the sum, the modulus in the first part would be $1/\sqrt N$.

For a non-interacting single band on a finite ring, this identifies the parameters available to a procedure that localises Wannier functions: one phase at each of the $N$ k-points of the mesh. A phase common to all k-points only multiplies the function by a constant, which changes neither the physical state nor its localisation, so only the $N-1$ relative phases can affect the result. The bijection above counts functions, and therefore includes the common phase.

## Orthonormality becomes a condition at each k-point

Write $T_R f(x)=f(x-R)$ for the amplitude moved by $R$ cells. The overlap of two translates is

$$\langle T_R f,T_S f\rangle=\sum_x \overline{f(x-R)}\,f(x-S).$$

Put $y=x-S$. As $x$ runs once around the ring, so does $y$, and

$$\langle T_R f,T_S f\rangle=\sum_y \overline{f(y-(R-S))}\,f(y)=A(R-S),\qquad A(R)=\sum_x\overline{f(x-R)}\,f(x).$$

All $N^2$ overlaps are therefore contained in the one function $A$. The translates are orthonormal exactly when $A(R)=\delta_{R,0}$.

Now transform $A$:

$$\hat A(k)=\sum_R\sum_x e^{-2\pi i kR/N}\,\overline{f(x-R)}\,f(x).$$

At fixed $x$, replace $R$ by $y=x-R$. The exponential splits as $e^{-2\pi i kR/N}=e^{-2\pi i kx/N}\,e^{2\pi i ky/N}$, and the double sum factorises:

$$\hat A(k)=\Big(\sum_x e^{-2\pi i kx/N}f(x)\Big)\Big(\sum_y e^{2\pi i ky/N}\,\overline{f(y)}\Big)=\hat f(k)\,\overline{\hat f(k)}=|\hat f(k)|^2.$$

The transform of $\delta_{R,0}$ is 1 at every $k$, because only the term $R=0$ contributes. The discrete Fourier transform is invertible, so two functions on the ring are equal exactly when their transforms are equal. Hence $A(R)=\delta_{R,0}$ for all $R$ if and only if $|\hat f(k)|^2=1$ for all $k$. Since a modulus is never negative, this is the same as $|\hat f(k)|=1$.

## The phases are independent and unique

Let $w$ be a Wannier function and let $u(k)$ be complex numbers of modulus 1. Define $g$ by the inverse transform,

$$g(x)=\frac1N\sum_k e^{2\pi i kx/N}\,u(k)\,\hat w(k),$$

so that $\hat g(k)=u(k)\hat w(k)$. Three checks establish the correspondence.

1. The function $g$ is a Wannier function, because $|\hat g(k)|=|u(k)||\hat w(k)|=1$.
2. Different phases give different functions. If $u$ and $v$ give the same $g$, then $u(k)\hat w(k)=v(k)\hat w(k)$. Since $\hat w(k)$ has modulus 1, it is not zero and can be cancelled.
3. Every Wannier function is reached. Given $g$, set $u(k)=\hat g(k)/\hat w(k)$. This is a quotient of two numbers of modulus 1, hence a phase.

The phases at different k-points are unrelated: on a finite mesh there is no continuity condition between neighbours.

## Bloch sums and the choice of home cell

The same phases appear in the Bloch functions built from $w$. With $y=x-R$,

$$\sum_R e^{2\pi i kR/N}\,w(x-R)=e^{2\pi i kx/N}\sum_y e^{-2\pi i ky/N}\,w(y)=\hat w(k)\,e^{2\pi i kx/N}.$$

For a Wannier function this sum has norm $\sqrt N$. The normalised Bloch function is $\hat w(k)\,e^{2\pi i kx/N}/\sqrt N$, so $\hat w(k)$ is the phase of the Bloch function relative to the plane wave.

Choosing another home cell is a special gauge change. With $y=x-S$,

$$\widehat{T_S w}(k)=\sum_x e^{-2\pi i kx/N}\,w(x-S)=e^{-2\pi i kS/N}\,\hat w(k),$$

so moving $w$ by $S$ cells amounts to $u(k)=e^{-2\pi i kS/N}$.

## Several orbitals per cell

The argument extends to $M$ orbitals per cell, again all orthonormal within and between cells, with amplitudes $f_a(x)$ for $a=1,\dots,M$. The overlap acquires a sum over $a$, and so does its transform. The translates are orthonormal if and only if $\sum_a|\hat f_a(k)|^2=1$ at every $k$. The vector $\hat f(k)$ then has unit length, but orthonormality leaves its direction free. For $f$ to describe an energy band of a given Hamiltonian, $\hat f(k)$ must also be an eigenvector of the Bloch Hamiltonian belonging to that band at every k-point. Once the band is fixed, one phase per k-point remains. The Lean development below treats $M=1$ and leaves this extension as an argument in prose.

## Amplitudes, overlaps and gauge changes in Lean

Cells and k-points are both elements of `ZMod N`, the integers modulo $N$, so periodic boundary conditions are built into the subtraction. The assumption `[NeZero N]` excludes $N=0$ and allows every ring with at least one cell.

```lean
import Mathlib

open ComplexConjugate

namespace WannierRing

noncomputable section

variable {N : ℕ} [NeZero N]
```

Translation by `R` follows the convention used above: a positive `R` moves the amplitude forward.

```lean
/-- The amplitude `f` moved by `R` cells around the ring. -/
def translate (R : ZMod N) (f : ZMod N → ℂ) : ZMod N → ℂ := fun x => f (x - R)
```

The overlap is conjugate-linear in its first argument, as in Dirac notation.

```lean
/-- The overlap of two amplitudes on the ring, conjugate-linear in the first. -/
def overlap (f g : ZMod N → ℂ) : ℂ := ∑ x, conj (f x) * g x
```

The predicate `IsWannier` states orthonormality for every pair of displacements, with the Kronecker delta written as an `if`. It does not ask separately that the translates span the space. They do, since $N$ orthonormal vectors in an $N$-dimensional space form a basis.

```lean
/-- `f` is a Wannier function of the ring: its `N` cyclic translates are orthonormal. -/
def IsWannier (f : ZMod N → ℂ) : Prop :=
  ∀ R S : ZMod N, overlap (translate R f) (translate S f) = if R = S then 1 else 0
```

The amplitude $\delta_{x,0}$ is called `site`. It serves both as a simple example of a Wannier function and as the target value of the overlap function $A$.

```lean
/-- The amplitude localised entirely on the home site. -/
def site : ZMod N → ℂ := fun x => if x = 0 then 1 else 0
```

Mathlib's `ZMod.dft` is the unnormalised transform defined above, packaged as an invertible linear map, and `ZMod.dft.symm` is its inverse. The type `Circle` consists of the complex numbers of modulus 1, so `u : ZMod N → Circle` is a family of one phase per k-point. The definition `gauge w u` is the function $g$ constructed from $w$ and $u$.

```lean
/-- The gauge change of `w` by one phase `u k` per k-point: the amplitude whose discrete
Fourier transform is that of `w` multiplied by `u k`. -/
def gauge (w : ZMod N → ℂ) (u : ZMod N → Circle) : ZMod N → ℂ :=
  ZMod.dft.symm fun k => (u k : ℂ) * ZMod.dft w k
```

In this model the band is the whole space of amplitudes. In a crystal it is a subspace of a larger space, and one first picks a reference Wannier function for the band and takes $f(x)$ to be the coefficients of another function in the basis of its translates. That identification is the step from the Lean model to a real band, and it is made by the reader.

## From overlaps to the modulus condition

The first lemma reduces two displacements to one. The relabelling $y=x-S$ is `Equiv.subRight S`, and `Fintype.sum_equiv` says that a sum does not change under such a relabelling.

```lean
/-- The overlap of two translates depends only on their relative displacement. -/
theorem overlap_translate (f : ZMod N → ℂ) (R S : ZMod N) :
    overlap (translate R f) (translate S f) = overlap (translate (R - S) f) f := by
  unfold overlap
  refine Fintype.sum_equiv (Equiv.subRight S) _ _ fun x => ?_
  simp [translate]
```

The next theorem is $\hat A(k)=|\hat f(k)|^2$. The plane wave $e^{2\pi i j/N}$ is written `ZMod.stdAddChar j`. The auxiliary statement `hc` computes the complex conjugate of $\hat f(k)$, which reverses the sign in the exponent. The `calc` block then follows the derivation by hand: it writes out the double sum, exchanges the order of summation, substitutes $y=x-R$ through `Equiv.subLeft x`, and recognises a product of two sums. The right-hand side is a real number regarded as a complex one, which accounts for the type annotations.

```lean
/-- The discrete Fourier transform of the overlap between `f` and its translates is the
squared modulus of the transform of `f`. -/
theorem dft_overlap (f : ZMod N → ℂ) (k : ZMod N) :
    ZMod.dft (fun R => overlap (translate R f) f) k = ((‖ZMod.dft f k‖ ^ 2 : ℝ) : ℂ) := by
  have hc : conj (ZMod.dft f k) = ∑ y, ZMod.stdAddChar (y * k) * conj (f y) := by
    rw [ZMod.dft_apply, map_sum]
    refine Finset.sum_congr rfl fun y _ => ?_
    rw [smul_eq_mul, map_mul, ← AddChar.map_neg_eq_conj, neg_neg]
  calc ZMod.dft (fun R => overlap (translate R f) f) k
      = ∑ R, ∑ x, ZMod.stdAddChar (-(R * k)) * (conj (f (x - R)) * f x) := by
        simp only [ZMod.dft_apply, overlap, translate, smul_eq_mul, Finset.mul_sum]
    _ = ∑ x, ∑ R, ZMod.stdAddChar (-(R * k)) * (conj (f (x - R)) * f x) :=
        Finset.sum_comm
    _ = ∑ x, ∑ y, ZMod.stdAddChar (-(x * k)) * f x *
          (ZMod.stdAddChar (y * k) * conj (f y)) := by
        -- substitute y = x - R, which splits the plane wave into two factors
        refine Finset.sum_congr rfl fun x _ => ?_
        refine Fintype.sum_equiv (Equiv.subLeft x) _ _ fun R => ?_
        have h : -(R * k) = -(x * k) + (x - R) * k := by ring
        simp only [Equiv.subLeft_apply]
        rw [h, AddChar.map_add_eq_mul]
        ring
    _ = ZMod.dft f k * conj (ZMod.dft f k) := by
        rw [hc]
        simp only [ZMod.dft_apply, smul_eq_mul, Finset.sum_mul_sum]
    _ = ((‖ZMod.dft f k‖ ^ 2 : ℝ) : ℂ) := by
        rw [Complex.mul_conj, Complex.normSq_eq_norm_sq]
```

The transform of $\delta_{x,0}$ is 1 at every k-point.

```lean
/-- The home-site amplitude has discrete Fourier transform 1 at every k-point. -/
theorem dft_site (k : ZMod N) : ZMod.dft (site : ZMod N → ℂ) k = 1 := by
  simp [ZMod.dft_apply, site]
```

These results combine into the criterion. The intermediate statement `key` says that $f$ is a Wannier function exactly when $A$ equals `site`. In one direction it sets $S=0$; in the other it recovers every pair $R,S$ from the difference $R-S$. Injectivity of the transform turns the equality of functions into an equality at each $k$, and the last rewriting passes from $|\hat f(k)|^2=1$ to $|\hat f(k)|=1$.

```lean
/-- The `N` cyclic translates of `f` are orthonormal if and only if the unnormalised discrete
Fourier transform of `f` has modulus 1 at every k-point. -/
theorem isWannier_iff (f : ZMod N → ℂ) : IsWannier f ↔ ∀ k, ‖ZMod.dft f k‖ = 1 := by
  have key : IsWannier f ↔ (fun R => overlap (translate R f) f) = site := by
    constructor
    · intro h
      funext R
      have h0 := h R 0
      rw [overlap_translate, sub_zero] at h0
      exact h0
    · intro h R S
      rw [overlap_translate]
      refine (congrFun h (R - S)).trans ?_
      by_cases hRS : R = S
      · simp [site, hRS]
      · simp [site, hRS, sub_eq_zero]
  -- two functions on the ring agree exactly when their transforms agree
  refine key.trans (ZMod.dft.injective.eq_iff.symm.trans ?_)
  rw [funext_iff]
  refine forall_congr' fun k => ?_
  rw [dft_overlap, dft_site, Complex.ofReal_eq_one,
    pow_eq_one_iff_of_nonneg (norm_nonneg _) two_ne_zero]
```

Applied to `site`, the criterion shows that at least one Wannier function exists on every ring, so there is always a starting point for the gauge changes.

```lean
/-- The home-site amplitude is a Wannier function. -/
theorem isWannier_site : IsWannier (site : ZMod N → ℂ) :=
  (isWannier_iff _).2 fun k => by rw [dft_site, norm_one]
```

## The bijection between phases and Wannier functions

The defining property of `gauge` is that it multiplies the transform by $u(k)$. It follows because `ZMod.dft` undoes its own inverse.

```lean
/-- A gauge change multiplies the discrete Fourier transform by the chosen phase at each
k-point. -/
theorem dft_gauge (w : ZMod N → ℂ) (u : ZMod N → Circle) (k : ZMod N) :
    ZMod.dft (gauge w u) k = (u k : ℂ) * ZMod.dft w k := by
  rw [gauge, LinearEquiv.apply_symm_apply]
```

The count of the gauge freedom is expressed by `Set.BijOn`. The map `gauge w` takes the set of all phase families, `Set.univ`, bijectively onto the set of all Wannier functions. The only hypothesis is that `w` is itself a Wannier function.

The three parts of the proof are the three checks made by hand. The first multiplies moduli. The second compares transforms at each `k` and cancels $\hat w(k)$, using `hne`, which records that this number is nonzero. The third builds an element of `Circle` from the ratio $\hat g(k)/\hat w(k)$; `choose` collects these elements into one function `u`, and injectivity of the transform shows that `gauge w u` is the given `g`.

```lean
/-- Starting from one Wannier function `w`, every Wannier function of the ring is reached by
exactly one choice of a phase at each k-point, and every such choice gives a Wannier function. -/
theorem gauge_bijOn {w : ZMod N → ℂ} (hw : IsWannier w) :
    Set.BijOn (gauge w) Set.univ {g | IsWannier g} := by
  have hw1 := (isWannier_iff w).1 hw
  have hne : ∀ k, ZMod.dft w k ≠ 0 := fun k => by
    rw [← norm_ne_zero_iff, hw1 k]
    exact one_ne_zero
  refine ⟨fun u _ => ?_, fun u _ v _ h => ?_, fun g hg => ?_⟩
  · -- phases leave the modulus at 1
    refine (isWannier_iff _).2 fun k => ?_
    rw [dft_gauge, norm_mul, Circle.norm_coe, hw1 k, one_mul]
  · -- the phases can be read off, since the transform of w never vanishes
    funext k
    have h1 := congrArg (fun g => ZMod.dft g k) h
    simp only [dft_gauge] at h1
    exact Circle.ext (mul_right_cancel₀ (hne k) h1)
  · -- the ratio of the two transforms is the required phase
    have hg1 := (isWannier_iff g).1 hg
    have hphase : ∀ k, ∃ z : Circle, (z : ℂ) = ZMod.dft g k / ZMod.dft w k := fun k =>
      ⟨⟨ZMod.dft g k / ZMod.dft w k, mem_sphere_zero_iff_norm.2 (by
        rw [norm_div, hg1 k, hw1 k, div_one])⟩, rfl⟩
    choose u hu using hphase
    refine ⟨u, Set.mem_univ _, ?_⟩
    apply ZMod.dft.injective
    funext k
    rw [dft_gauge, hu k]
    exact div_mul_cancel₀ _ (hne k)
```

## Plane waves and shifts as formal identities

The Bloch-sum identity is stated for an arbitrary amplitude `w`, without the Wannier condition, and for the unnormalised sum. The proof relabels by $y=x-R$ and splits the exponential with `AddChar.map_add_eq_mul`.

```lean
/-- The Bloch sum of the translates of `w` is the plane wave of the same k-point multiplied by
the discrete Fourier transform of `w`. -/
theorem bloch_sum (w : ZMod N → ℂ) (k x : ZMod N) :
    ∑ R, ZMod.stdAddChar (R * k) * translate R w x =
      ZMod.dft w k * ZMod.stdAddChar (x * k) := by
  rw [ZMod.dft_apply, Finset.sum_mul]
  refine Fintype.sum_equiv (Equiv.subLeft x) _ _ fun R => ?_
  have h : R * k = -((x - R) * k) + x * k := by ring
  simp only [Equiv.subLeft_apply, translate, smul_eq_mul]
  rw [h, AddChar.map_add_eq_mul]
  ring
```

The last theorem also holds for every amplitude. Here `ZMod.toCircle` is the same plane wave as `ZMod.stdAddChar`, but with values in `Circle`, so `ZMod.toCircle (-(S * k))` is the phase $e^{-2\pi i kS/N}$. The proof compares the transforms of both sides and uses the substitution $y=x-S$.

```lean
/-- Moving an amplitude by `S` cells is the gauge change with phase `exp(-2πi S k / N)` at
each k-point. -/
theorem translate_eq_gauge (w : ZMod N → ℂ) (S : ZMod N) :
    translate S w = gauge w fun k => ZMod.toCircle (-(S * k)) := by
  apply ZMod.dft.injective
  funext k
  rw [dft_gauge, ← ZMod.stdAddChar_apply, ZMod.dft_apply, ZMod.dft_apply, Finset.mul_sum]
  refine Fintype.sum_equiv (Equiv.subRight S) _ _ fun x => ?_
  have h : -(x * k) = -(S * k) + -((x - S) * k) := by ring
  simp only [Equiv.subRight_apply, translate, smul_eq_mul]
  rw [h, AddChar.map_add_eq_mul]
  ring

end

end WannierRing
```

```lean
#print axioms WannierRing.isWannier_site
-- 'WannierRing.isWannier_site' depends on axioms: [propext, Classical.choice, Quot.sound]
#print axioms WannierRing.gauge_bijOn
-- 'WannierRing.gauge_bijOn' depends on axioms: [propext, Classical.choice, Quot.sound]
#print axioms WannierRing.bloch_sum
-- 'WannierRing.bloch_sum' depends on axioms: [propext, Classical.choice, Quot.sound]
#print axioms WannierRing.translate_eq_gauge
-- 'WannierRing.translate_eq_gauge' depends on axioms: [propext, Classical.choice, Quot.sound]
```
